# For l ≥ 1, the Koelling–Harmon exponent at a point nucleus does not tend to l + 1 as c → ∞

An atomic program that integrates the radial equation outward needs values of the radial function at the first mesh points. These can be taken from a leading power r^γ, which requires a value for γ. Here the radial function is P = r g, where g is the radial part of the wavefunction. In the nonrelativistic equation the regular exponent is l + 1, where l is the orbital angular momentum. In the scalar-relativistic equation of Koelling and Harmon, with a point nucleus of charge Z and speed of light c, it is, in atomic units,

γ = √(l(l+1) + 1 − Z²/c²).

One might expect the second exponent to become the first as c grows. For l ≥ 1 it does not: it tends to √(l(l+1) + 1), which is less than l + 1. The cause is a term in the equation whose nonrelativistic limit is not uniform near the nucleus.

## The mass factor and the radial equation

```lean
import Mathlib

open Filter Topology

namespace KoellingHarmonOrigin

noncomputable section
```

What follows consists of definitions (`def`), which name quantities, and theorems. In a theorem, the hypotheses and the claim stand before `:=` and the proof after it. The symbol `ℝ` is the type of real numbers and `ℕ` that of natural numbers, including zero.

```lean
/-- The mass factor `M = 1 + (E - V)/(2c²)` for the point nucleus `V = -Z/r`, in atomic units,
for `r ≠ 0` and `c ≠ 0`. -/
def massFactor (Z E c r : ℝ) : ℝ := 1 + (E + Z / r) / (2 * c ^ 2)
```

In atomic units, with energy E measured without the rest energy and potential V = −Z/r, this is

M(r) = 1 + (E − V)/(2c²) = 1 + (E + Z/r)/(2c²).

M is a mass in units of the electron mass. For E = 0 it becomes 1 + r₀/r with r₀ = Z/(2c²), the length below which the relativistic correction dominates.

```lean
/-- The logarithmic slope `r M'/M` of the mass factor, for `r ≠ 0`, `c ≠ 0` and `M ≠ 0`. -/
def massSlope (Z E c r : ℝ) : ℝ :=
  r * (deriv (massFactor Z E c) r / massFactor Z E c r)
```

This is the dimensionless slope r M′/M. `deriv` is the derivative of a function at a point.

```lean
/-- The Koelling-Harmon radial operator
`P'' - (M'/M)(P' - P/r) - (l(l+1)/r² + 2M(V - E)) P` with `V = -Z/r`,
for `r ≠ 0`, `c ≠ 0` and `M ≠ 0`. -/
def radialOperator (Z E c : ℝ) (l : ℕ) (P : ℝ → ℝ) (r : ℝ) : ℝ :=
  deriv (deriv P) r
    - deriv (massFactor Z E c) r / massFactor Z E c r * (deriv P r - P r / r)
    - ((l : ℝ) * (l + 1) / r ^ 2 - 2 * massFactor Z E c r * (E + Z / r)) * P r
```

If g is the radial part of the large component and P = r g, the Koelling–Harmon equation says that this operator gives zero:

P″ − (M′/M)(P′ − P/r) − [l(l+1)/r² + 2M(V − E)] P = 0.

The operator is taken as the starting point; its derivation from the Dirac equation, with spin-orbit coupling left out, is not repeated.

```lean
/-- The radial operator applied to the trial function `r^γ`, scaled by `r²/r^γ`,
for `r > 0`, `c ≠ 0` and `M ≠ 0`. -/
def residual (Z E c : ℝ) (l : ℕ) (γ r : ℝ) : ℝ :=
  r ^ 2 * radialOperator Z E c l (fun x => x ^ γ) r / r ^ γ
```

The trial function P = r^γ is put into the operator, and the result is multiplied by r²/r^γ. If this scaled residual goes to zero at the nucleus, r^γ satisfies the equation to leading order. Here γ is any real trial exponent, whereas textbooks often reserve the letter for the Dirac exponent.

```lean
/-- The exponent `sqrt(l(l+1) + 1 - Z²/c²)`, for `c ≠ 0` and a nonnegative radicand. -/
def originExponent (Z c : ℝ) (l : ℕ) : ℝ :=
  Real.sqrt ((l : ℝ) * (l + 1) + 1 - Z ^ 2 / c ^ 2)
```

This names the square root from the opening. Nothing yet connects it with the equation; `relativistic_exponent` below does so.

## One slope, two limits

```lean
/-- Where `r`, `c` and `(2c² + E) r + Z` are nonzero, the mass factor is nonzero and its
logarithmic slope is `-Z/((2c² + E) r + Z)`. -/
theorem massSlope_eq {Z E c r : ℝ} (hc : c ≠ 0) (hr : r ≠ 0)
    (hD : (2 * c ^ 2 + E) * r + Z ≠ 0) :
    massFactor Z E c r ≠ 0 ∧ massSlope Z E c r = -Z / ((2 * c ^ 2 + E) * r + Z) := by
  have hd : HasDerivAt (massFactor Z E c) (-Z / (2 * c ^ 2 * r ^ 2)) r := by
    have h := ((((hasDerivAt_inv hr).const_mul Z).const_add E).div_const
      (2 * c ^ 2)).const_add 1
    have hf : massFactor Z E c = fun x => 1 + (E + Z * x⁻¹) / (2 * c ^ 2) := by
      funext x
      simp only [massFactor, div_eq_mul_inv]
    rw [hf]
    exact h.congr_deriv (by ring)
  have hM : massFactor Z E c r = ((2 * c ^ 2 + E) * r + Z) / (2 * c ^ 2 * r) := by
    unfold massFactor
    field_simp
    ring
  rw [massSlope, hd.deriv, hM]
  generalize (2 * c ^ 2 + E) * r + Z = D at hD ⊢
  refine ⟨by positivity, ?_⟩
  field_simp
```

By hand, M and its derivative are

M = ((2c² + E)r + Z)/(2c² r),
M′ = −Z/(2c² r²),

and therefore

r M′/M = −Z/((2c² + E)r + Z).

The hypotheses `hc`, `hr` and `hD` say that c, r and the last denominator are nonzero. In the proof, `hd` is the derivative and `hM` the common-fraction form of M; `field_simp` clears the denominators.

```lean
/-- At fixed `r > 0` the slope `r M'/M` tends to `0` as `c → ∞`. -/
theorem massSlope_tendsto_nonrel (Z E : ℝ) {r : ℝ} (hr : 0 < r) :
    Tendsto (fun c => massSlope Z E c r) atTop (𝓝 0) := by
  have h2 : Tendsto (fun c : ℝ => 2 * c ^ 2) atTop atTop :=
    (tendsto_pow_atTop two_ne_zero).const_mul_atTop two_pos
  have hD : Tendsto (fun c : ℝ => (2 * c ^ 2 + E) * r + Z) atTop atTop :=
    tendsto_atTop_add_const_right _ Z
      ((tendsto_atTop_add_const_right _ E h2).atTop_mul_const hr)
  refine (hD.const_div_atTop (-Z)).congr' ?_
  filter_upwards [eventually_gt_atTop 0, hD.eventually_gt_atTop 0] with c hc hpos
  exact (massSlope_eq hc.ne' hr.ne' hpos.ne').2.symm
```

`Tendsto f atTop (𝓝 0)` means that f tends to 0 as its argument grows without bound. At fixed r > 0 the denominator grows like 2c²r, so the slope goes to 0. The energy E is held fixed, although an eigenvalue would itself change with c.

```lean
/-- At fixed `c ≠ 0` and for `Z ≠ 0` the slope `r M'/M` tends to `-1` at the nucleus. -/
theorem massSlope_tendsto_origin {Z c : ℝ} (E : ℝ) (hZ : Z ≠ 0) (hc : c ≠ 0) :
    Tendsto (massSlope Z E c) (𝓝[>] 0) (𝓝 (-1)) := by
  have hcont : Continuous (fun r : ℝ => (2 * c ^ 2 + E) * r + Z) := by fun_prop
  have hD : Tendsto (fun r : ℝ => (2 * c ^ 2 + E) * r + Z) (𝓝[>] 0) (𝓝 Z) :=
    (hcont.tendsto' 0 Z (by simp)).mono_left nhdsWithin_le_nhds
  have h : Tendsto (fun r : ℝ => -Z / ((2 * c ^ 2 + E) * r + Z)) (𝓝[>] 0) (𝓝 (-Z / Z)) :=
    tendsto_const_nhds.div hD hZ
  rw [neg_div, div_self hZ] at h
  refine h.congr' ?_
  filter_upwards [self_mem_nhdsWithin, hD.eventually_ne hZ] with r hr hne
  exact (massSlope_eq hc (ne_of_gt hr) hne).2.symm
```

The filter `𝓝[>] 0` means that r approaches 0 from above. Now c is fixed, the denominator tends to Z, and the slope tends to −Z/Z = −1. The closed form is needed only close to the limit, which is what `filter_upwards` arranges.

```lean
/-- For `Z ≠ 0` the convergence of `r M'/M` to `0` as `c → ∞` is not uniform on `r > 0`. -/
theorem massSlope_not_uniform {Z : ℝ} (E : ℝ) (hZ : Z ≠ 0) :
    ¬ TendstoUniformlyOn (fun c r => massSlope Z E c r) (fun _ => 0) atTop (Set.Ioi 0) := by
  intro h
  rw [Metric.tendstoUniformlyOn_iff] at h
  obtain ⟨c, hc, hc0⟩ := ((h (1 / 2) (by norm_num)).and (eventually_gt_atTop 0)).exists
  -- however large c is, the slope is close to -1 near the nucleus
  have ho := (massSlope_tendsto_origin E hZ (ne_of_gt hc0)).eventually_lt_const
    (by norm_num : (-1 : ℝ) < -1 / 2)
  obtain ⟨r, hlt, hr⟩ := (ho.and self_mem_nhdsWithin).exists
  have hd := hc r hr
  simp only [Real.dist_eq, abs_lt] at hd
  linarith [hd.1, hd.2]
```

`TendstoUniformlyOn` on `Set.Ioi 0` would mean that one large c makes the slope small for all r > 0 at once. Suppose so, with tolerance 1/2. Then some c > 0 gives |r M′/M| < 1/2 everywhere. But for that same c the slope approaches −1 at the nucleus, so at some r it lies below −1/2, a contradiction.

Numbers show the same thing. For E = 0 and Z > 0 the slope is −r₀/(r + r₀), which equals −0.1 at r = 9r₀, −0.5 at r = r₀ and −0.9 at r = r₀/9. Doubling c divides r₀ by four and moves these points inward, but the values stay.

## The exponent from each order of limits

```lean
/-- The scaled residual of `r^γ` at `r > 0`, written with the slope `r M'/M`. -/
theorem residual_eq (Z E c : ℝ) (l : ℕ) (γ : ℝ) {r : ℝ} (hr : 0 < r) :
    residual Z E c l γ r = γ * (γ - 1) - (l : ℝ) * (l + 1) + 2 * r * (E * r + Z)
      - massSlope Z E c r * (γ - 1) + (E * r + Z) ^ 2 / c ^ 2 := by
  have hr0 : r ≠ 0 := hr.ne'
  have h1 : ∀ x : ℝ, 0 < x → deriv (fun y : ℝ => y ^ γ) x = γ * x ^ (γ - 1) :=
    fun x hx => (Real.hasDerivAt_rpow_const (Or.inl hx.ne')).deriv
  have h2 : deriv (deriv (fun y : ℝ => y ^ γ)) r = γ * ((γ - 1) * r ^ (γ - 1 - 1)) := by
    have he : deriv (fun y : ℝ => y ^ γ) =ᶠ[𝓝 r] fun x => γ * x ^ (γ - 1) := by
      filter_upwards [Ioi_mem_nhds hr] with x hx using h1 x hx
    rw [he.deriv_eq]
    exact ((Real.hasDerivAt_rpow_const (Or.inl hr0)).const_mul γ).deriv
  -- the potential term contributes Z²/c² at order r⁻²
  have hM : 2 * massFactor Z E c r * (E + Z / r) * r ^ 2
      = 2 * r * (E * r + Z) + (E * r + Z) ^ 2 / c ^ 2 := by
    have hv : E * r + Z = (E + Z / r) * r := by field_simp
    rw [hv, massFactor]
    generalize E + Z / r = v
    ring
  have key : ∀ P q w : ℝ, P ≠ 0 →
      r ^ 2 * (γ * ((γ - 1) * (P / r / r)) - q * (γ * (P / r) - P / r)
        - ((l : ℝ) * (l + 1) / r ^ 2 - w) * P) / P
      = γ * (γ - 1) - (l : ℝ) * (l + 1) + w * r ^ 2 - r * q * (γ - 1) := by
    intro P q w hP
    field_simp
    ring
  simp only [residual, radialOperator]
  rw [h2, h1 r hr, Real.rpow_sub_one hr0 (γ - 1), Real.rpow_sub_one hr0 γ,
    key _ _ _ (Real.rpow_pos_of_pos hr γ).ne', hM, massSlope]
  ring
```

For P = r^γ the derivatives are

P′ = γ r^(γ−1),
P″ = γ(γ−1) r^(γ−2).

After scaling, the second derivative gives γ(γ−1), the mass term gives −(r M′/M)(γ−1), and the centrifugal term gives −l(l+1). The potential term is

2M(E + Z/r)r² = 2r(Er + Z) + (Er + Z)²/c².

The sum of these is the stated formula, exact at every r > 0. In the proof, `h1` and `h2` are the two derivatives, `hM` is the potential term, and `key` cancels the common power r^γ. The statement does not ask for c ≠ 0 or M ≠ 0; where these fail, it holds only through Lean's convention that division by zero gives zero.

```lean
/-- At fixed `r > 0` the scaled residual tends, as `c → ∞`, to
`γ(γ-1) - l(l+1) + 2r(Er + Z)`. -/
theorem residual_tendsto_nonrel (Z E : ℝ) (l : ℕ) (γ : ℝ) {r : ℝ} (hr : 0 < r) :
    Tendsto (fun c => residual Z E c l γ r) atTop
      (𝓝 (γ * (γ - 1) - (l : ℝ) * (l + 1) + 2 * r * (E * r + Z))) := by
  have h2 : Tendsto (fun c : ℝ => (E * r + Z) ^ 2 / c ^ 2) atTop (𝓝 0) :=
    (tendsto_pow_atTop two_ne_zero).const_div_atTop _
  have h3 := (((massSlope_tendsto_nonrel Z E hr).mul_const (γ - 1)).const_sub
    (γ * (γ - 1) - (l : ℝ) * (l + 1) + 2 * r * (E * r + Z))).add h2
  have h4 := h3.congr fun c => (residual_eq Z E c l γ hr).symm
  rwa [zero_mul, sub_zero, add_zero] at h4
```

With r fixed and c → ∞, the slope and the term in 1/c² both vanish. What remains is

γ(γ−1) − l(l+1) + 2r(Er + Z),

the scaled residual of the nonrelativistic radial equation.

```lean
/-- At fixed `c ≠ 0`, with `Z ≠ 0` and `Z²/c² ≤ l(l+1) + 1`, the scaled residual of `r^γ` with
`γ ≥ 0` tends to `0` as `r → 0⁺` exactly when `γ = sqrt(l(l+1) + 1 - Z²/c²)`. -/
theorem relativistic_exponent {Z c γ : ℝ} (E : ℝ) (l : ℕ) (hZ : Z ≠ 0) (hc : c ≠ 0)
    (hsub : Z ^ 2 / c ^ 2 ≤ (l : ℝ) * (l + 1) + 1) (hγ : 0 ≤ γ) :
    Tendsto (residual Z E c l γ) (𝓝[>] 0) (𝓝 0) ↔ γ = originExponent Z c l := by
  have hlim : Tendsto (residual Z E c l γ) (𝓝[>] 0)
      (𝓝 (γ ^ 2 - ((l : ℝ) * (l + 1) + 1 - Z ^ 2 / c ^ 2))) := by
    have c1 : Continuous (fun r : ℝ =>
        γ * (γ - 1) - (l : ℝ) * (l + 1) + 2 * r * (E * r + Z)) := by fun_prop
    have c2 : Continuous (fun r : ℝ => (E * r + Z) ^ 2 / c ^ 2) :=
      Continuous.div_const (by fun_prop) _
    have t1 := (c1.tendsto' 0 (γ * (γ - 1) - (l : ℝ) * (l + 1)) (by simp)).mono_left
      (nhdsWithin_le_nhds (s := Set.Ioi 0))
    have t2 := (c2.tendsto' 0 (Z ^ 2 / c ^ 2) (by simp)).mono_left
      (nhdsWithin_le_nhds (s := Set.Ioi 0))
    have t := (t1.sub ((massSlope_tendsto_origin E hZ hc).mul_const (γ - 1))).add t2
    have hval : γ * (γ - 1) - (l : ℝ) * (l + 1) - -1 * (γ - 1) + Z ^ 2 / c ^ 2
        = γ ^ 2 - ((l : ℝ) * (l + 1) + 1 - Z ^ 2 / c ^ 2) := by ring
    rw [hval] at t
    refine t.congr' ?_
    filter_upwards [self_mem_nhdsWithin] with r hr
    exact (residual_eq Z E c l γ hr).symm
  constructor
  · intro h
    have h0 := sub_eq_zero.mp (tendsto_nhds_unique hlim h)
    rw [originExponent, ← h0, Real.sqrt_sq hγ]
  · intro h
    have h0 : γ ^ 2 = (l : ℝ) * (l + 1) + 1 - Z ^ 2 / c ^ 2 := by
      rw [h, originExponent, Real.sq_sqrt (sub_nonneg.mpr hsub)]
    rwa [h0, sub_self] at hlim
```

Here c is fixed and r → 0. The slope becomes −1, the term 2r(Er + Z) vanishes, and (Er + Z)²/c² tends to Z²/c². The limit of the residual is

γ(γ−1) − l(l+1) + (γ−1) + Z²/c² = γ² − [l(l+1) + 1 − Z²/c²].

For γ ≥ 0 this is zero exactly when γ is the square root. The sign `↔` means "if and only if". The hypothesis `hsub` keeps the radicand nonnegative; for l = 0 and Z > 0 it says Z ≤ c, a bound on how strongly the point charge may attract.

`hlim` is the limit just computed. For the forward direction, `tendsto_nhds_unique` says that a function has only one limit, so γ² − [l(l+1) + 1 − Z²/c²] must be zero. The converse puts the square root back in.

```lean
/-- If `c → ∞` is taken first, with pointwise limit `R(r)` of the scaled residual of `r^γ`, `γ > 0`,
then `R(r)` tends to `0` as `r → 0⁺` exactly when `γ = l + 1`. -/
theorem nonrelativistic_exponent {Z E γ : ℝ} (l : ℕ) (hγ : 0 < γ) (R : ℝ → ℝ)
    (hR : ∀ r, 0 < r → Tendsto (fun c => residual Z E c l γ r) atTop (𝓝 (R r))) :
    Tendsto R (𝓝[>] 0) (𝓝 0) ↔ γ = l + 1 := by
  have hlim : Tendsto R (𝓝[>] 0) (𝓝 (γ * (γ - 1) - (l : ℝ) * (l + 1))) := by
    have c1 : Continuous (fun r : ℝ =>
        γ * (γ - 1) - (l : ℝ) * (l + 1) + 2 * r * (E * r + Z)) := by fun_prop
    refine ((c1.tendsto' 0 (γ * (γ - 1) - (l : ℝ) * (l + 1)) (by simp)).mono_left
      nhdsWithin_le_nhds).congr' ?_
    filter_upwards [self_mem_nhdsWithin] with r hr
    exact tendsto_nhds_unique (residual_tendsto_nonrel Z E l γ hr) (hR r hr)
  constructor
  · intro h
    have h0 := tendsto_nhds_unique hlim h
    have hpos : γ + (l : ℝ) ≠ 0 := by positivity
    have hprod : (γ - (l + 1)) * (γ + (l : ℝ)) = 0 := by linear_combination h0
    exact sub_eq_zero.mp ((mul_eq_zero.mp hprod).resolve_right hpos)
  · intro h
    have h0 : γ * (γ - 1) - (l : ℝ) * (l + 1) = 0 := by rw [h]; ring
    rwa [h0] at hlim
```

Now c → ∞ comes first. R is any function that is the pointwise limit of the residual, as `hR` states; the previous limit theorem supplies it and fixes its value for r > 0. Letting r → 0 leaves

γ(γ−1) − l(l+1) = (γ − l − 1)(γ + l).

Since γ > 0, the second factor is positive, so the expression vanishes exactly when γ = l + 1. In the proof, `hprod` is this factorisation.

```lean
/-- For `l ≥ 1`, as `c → ∞` the exponent `sqrt(l(l+1) + 1 - Z²/c²)` tends to `sqrt(l(l+1) + 1)`,
which lies strictly between `l` and `l + 1`. -/
theorem originExponent_limit (Z : ℝ) {l : ℕ} (hl : 1 ≤ l) :
    Tendsto (fun c => originExponent Z c l) atTop (𝓝 (Real.sqrt ((l : ℝ) * (l + 1) + 1)))
      ∧ (l : ℝ) < Real.sqrt ((l : ℝ) * (l + 1) + 1)
      ∧ Real.sqrt ((l : ℝ) * (l + 1) + 1) < l + 1 := by
  have hl' : (1 : ℝ) ≤ l := by exact_mod_cast hl
  refine ⟨?_, ?_, ?_⟩
  · have h : Tendsto (fun c : ℝ => Z ^ 2 / c ^ 2) atTop (𝓝 0) :=
      (tendsto_pow_atTop two_ne_zero).const_div_atTop _
    have h' := h.const_sub ((l : ℝ) * (l + 1) + 1)
    rw [sub_zero] at h'
    exact (Real.continuous_sqrt.tendsto _).comp h'
  · rw [Real.lt_sqrt (by positivity)]
    nlinarith
  · rw [Real.sqrt_lt' (by positivity)]
    nlinarith

end

end KoellingHarmonOrigin
```

The symbol `∧` joins three claims. First, Z²/c² → 0 and the square root is continuous, so the relativistic exponent tends to √(l(l+1) + 1). The other two follow from comparing squares:

l² < l² + l + 1 < l² + 2l + 1 = (l+1)².

`Real.lt_sqrt` and `Real.sqrt_lt'` turn the bounds on the root into bounds on squares, and `nlinarith` proves those.

For l = 1 the exponent is √2.75 ≈ 1.658 at Z/c = 1/2 and √2.99 ≈ 1.729 at Z/c = 1/10. The limit is √3 ≈ 1.732, while the nonrelativistic exponent is 2.

The hypothesis l ≥ 1 excludes only l = 0. There the limit is √1 = 1 = l + 1, so the strict upper bound fails: for s states both orders of limits give the exponent 1.

```lean
#print axioms KoellingHarmonOrigin.massSlope_not_uniform
-- 'KoellingHarmonOrigin.massSlope_not_uniform' depends on axioms: [propext, Classical.choice, Quot.sound]
#print axioms KoellingHarmonOrigin.relativistic_exponent
-- 'KoellingHarmonOrigin.relativistic_exponent' depends on axioms: [propext, Classical.choice, Quot.sound]
#print axioms KoellingHarmonOrigin.nonrelativistic_exponent
-- 'KoellingHarmonOrigin.nonrelativistic_exponent' depends on axioms: [propext, Classical.choice, Quot.sound]
#print axioms KoellingHarmonOrigin.originExponent_limit
-- 'KoellingHarmonOrigin.originExponent_limit' depends on axioms: [propext, Classical.choice, Quot.sound]
```

## What this means for a radial solver

For a bare point nucleus and l ≥ 1, raising c in a scalar-relativistic program does not turn its starting exponent into l + 1. This suggests comparing the first mesh point with r₀ when such a run is used as a nonrelativistic check: the relativistic power belongs to the region r ≪ r₀, which shrinks as c grows.

The theorems concern the leading residual of a trial power. That a true solution of the radial equation starts with this power is a further step, supplied by the usual series expansion about r = 0. A nucleus of finite size has no 1/r singularity in its potential, and its starting exponent has to be worked out separately.
